# The hot-spot scattering rate and the Vilk–Tremblay length criterion in a one-dimensional model

If the motion of the electron is neglected, the scattering rate from static fluctuations, taken here at a Matsubara frequency, comes out too large. In the model used here, at a fixed frequency, the factor by which it is too large grows without bound as the correlation length shrinks. A pseudogap inferred from that estimate could then be an artefact of the neglect. The problems below compute the rate with the motion included and find how long the correlation length must be for this rate to exceed a chosen fraction of the estimate without motion.

An electron sits at a hot spot, a point of the Fermi surface that the dominant fluctuation wavevector connects to another such point. It scatters with a momentum transfer $q$, measured from that wavevector along the Fermi velocity at the point it reaches. Units are $\hbar=k_B=1$, and three real parameters enter:

- $v\ge 0$ is the magnitude of that velocity, and $v=0$ neglects the motion;
- $k>0$ is the inverse correlation length of the fluctuations;
- $w>0$ is a fermionic Matsubara frequency.

The fluctuations have the static Ornstein–Zernike propagator $1/(q^2+k^2)$. The intermediate electron has the propagator $1/(iw-vq)$, with its dispersion linearised. Both forms are assumed, and so is the restriction to a single momentum component: integrating over transverse momenta as well would change how the rate depends on $k$ and $w$.

In Lean 4 with Mathlib:

```lean
import Mathlib

open MeasureTheory Filter Topology
open scoped Real

namespace HotSpotPseudogap

noncomputable section
```

The product of the two propagators is `kernel`. It is complex, so the real parameters are cast into `ℂ`.

```lean
/-- Product of the static fluctuation propagator `1/(q²+k²)` and the electron propagator
`1/(iw - vq)` with linearised dispersion. -/
def kernel (v k w q : ℝ) : ℂ :=
  1 / (((q ^ 2 + k ^ 2 : ℝ) : ℂ) * (Complex.I * w - v * q))
```

Its integral over all real $q$ is the self-energy $\Sigma(v,k,w)$, in units of the coupling prefactor.

```lean
/-- Self-energy at a hot spot, in units of the coupling prefactor: the kernel integrated over
the momentum transfer along the Fermi velocity. -/
def selfEnergy (v k w : ℝ) : ℂ := ∫ q : ℝ, kernel v k w q
```

The scattering rate in the same units is defined by a separate real integral,
$$\Gamma(v,k,w)=\int_{-\infty}^{\infty}\frac{w\,dq}{(q^2+k^2)(w^2+v^2q^2)} .$$
Its relation to $\Sigma$ is derived in part (e).

```lean
/-- Scattering rate at Matsubara frequency `w`, for Fermi velocity `v` and inverse correlation
length `k`, in units of the coupling prefactor. -/
def scatteringRate (v k w : ℝ) : ℝ :=
  ∫ q : ℝ, w / ((q ^ 2 + k ^ 2) * (w ^ 2 + v ^ 2 * q ^ 2))
```

## (a) The area of a Lorentzian

For $a>0$, show that $1/(q^2+a^2)$ is integrable over the real line and that
$$\int_{-\infty}^{\infty}\frac{dq}{q^2+a^2}=\frac{\pi}{a}.$$

Substitute $q=ax$, so that $dq=a\,dx$ and $q^2+a^2=a^2(1+x^2)$. Then
$$\int_{-\infty}^{\infty}\frac{dq}{q^2+a^2}=\frac1a\int_{-\infty}^{\infty}\frac{dx}{1+x^2}=\frac1a\Big[\arctan x\Big]_{-\infty}^{\infty}=\frac{\pi}{a}.$$

The theorem states integrability and area together, because later parts split integrals and need both. The substitution is `Measure.integral_comp_div`, and the arctangent integral comes from Mathlib.

```lean
/-- A Lorentzian of width `a` is integrable and has area `π/a`. -/
theorem lorentzian {a : ℝ} (ha : 0 < a) :
    Integrable (fun q : ℝ => 1 / (q ^ 2 + a ^ 2)) ∧
      ∫ q : ℝ, 1 / (q ^ 2 + a ^ 2) = π / a := by
  have h : (fun q : ℝ => 1 / (q ^ 2 + a ^ 2)) =
      fun q => (1 / a ^ 2) * (1 + (q / a) ^ 2)⁻¹ := by
    funext q
    have h0 : q ^ 2 + a ^ 2 ≠ 0 := by positivity
    have h1 : 1 + (q / a) ^ 2 = (q ^ 2 + a ^ 2) / a ^ 2 := by
      rw [div_pow, add_div, div_self (by positivity : a ^ 2 ≠ 0)]
      ring
    rw [h1, inv_div]
    field_simp
  have h2 : ∫ x : ℝ, (1 + (x / a) ^ 2)⁻¹ = |a| • ∫ x : ℝ, (1 + x ^ 2)⁻¹ :=
    Measure.integral_comp_div (fun x : ℝ => (1 + x ^ 2)⁻¹) a
  rw [h]
  refine ⟨(integrable_inv_one_add_sq.comp_div ha.ne').const_mul _, ?_⟩
  rw [integral_const_mul, h2, integral_univ_inv_one_add_sq, abs_of_pos ha, smul_eq_mul]
  field_simp
```

## (b) The area of a squared Lorentzian

For $a>0$, show that
$$\int_{-\infty}^{\infty}\frac{dq}{(q^2+a^2)^2}=\frac{\pi}{2a^3}.$$

Differentiate $q/(q^2+a^2)$:
$$\frac{d}{dq}\,\frac{q}{q^2+a^2}=\frac{a^2-q^2}{(q^2+a^2)^2}=\frac{2a^2}{(q^2+a^2)^2}-\frac{1}{q^2+a^2}.$$
For $q>0$ the function lies between $0$ and $1/q$, so it vanishes as $q\to\infty$. It is odd, so it vanishes as $q\to-\infty$ too. The integral of the derivative is therefore zero. With $J$ for the wanted integral and part (a) for the last term, $2a^2J-\pi/a=0$, which gives $J=\pi/(2a^3)$. The integral converges because $1/(q^2+a^2)^2\le a^{-2}/(q^2+a^2)$.

In the proof `hI` is the integrability that follows from this bound, `hd` is the derivative, and `htop` and `hbot` are the two limits. The fundamental theorem of calculus on the whole line, `integral_of_hasDerivAt_of_tendsto`, combines them.

```lean
/-- The square of a Lorentzian of width `a` has area `π/(2a³)`. -/
theorem lorentzian_sq {a : ℝ} (ha : 0 < a) :
    ∫ q : ℝ, 1 / (q ^ 2 + a ^ 2) ^ 2 = π / (2 * a ^ 3) := by
  obtain ⟨hL, hLint⟩ := lorentzian ha
  have hpos : ∀ q : ℝ, 0 < q ^ 2 + a ^ 2 := fun q => by positivity
  have hI : Integrable (fun q : ℝ => 1 / (q ^ 2 + a ^ 2) ^ 2) := by
    refine (hL.const_mul (1 / a ^ 2)).mono'
      (Continuous.div continuous_const (by fun_prop)
        (fun q => pow_ne_zero 2 (hpos q).ne')).aestronglyMeasurable
      (Eventually.of_forall fun q => ?_)
    show ‖1 / (q ^ 2 + a ^ 2) ^ 2‖ ≤ 1 / a ^ 2 * (1 / (q ^ 2 + a ^ 2))
    rw [Real.norm_of_nonneg (by positivity), div_mul_div_comm, one_mul]
    apply one_div_le_one_div_of_le (by positivity)
    nlinarith [mul_nonneg (sq_nonneg q) (hpos q).le]
  have hI' : Integrable (fun q : ℝ => 2 * a ^ 2 * (1 / (q ^ 2 + a ^ 2) ^ 2)) :=
    hI.const_mul _
  -- q/(q²+a²) vanishes at both ends, so its derivative integrates to zero
  have hd : ∀ q : ℝ, HasDerivAt (fun x : ℝ => x / (x ^ 2 + a ^ 2))
      (2 * a ^ 2 * (1 / (q ^ 2 + a ^ 2) ^ 2) - 1 / (q ^ 2 + a ^ 2)) q := by
    intro q
    have h0 := (hpos q).ne'
    have h1 : HasDerivAt (fun x : ℝ => x ^ 2 + a ^ 2) (2 * q) q := by
      simpa using (hasDerivAt_pow 2 q).add_const (a ^ 2)
    refine ((hasDerivAt_id' q).fun_div h1 h0).congr_deriv ?_
    field_simp
    ring
  have htop : Tendsto (fun x : ℝ => x / (x ^ 2 + a ^ 2)) atTop (𝓝 0) := by
    refine tendsto_of_tendsto_of_tendsto_of_le_of_le' tendsto_const_nhds
      tendsto_inv_atTop_zero ?_ ?_
    · filter_upwards [eventually_gt_atTop (0 : ℝ)] with x hx
      positivity
    · filter_upwards [eventually_gt_atTop (0 : ℝ)] with x hx
      rw [div_le_iff₀ (hpos x), inv_mul_eq_div, le_div_iff₀ hx]
      nlinarith [sq_nonneg a]
  have hbot : Tendsto (fun x : ℝ => x / (x ^ 2 + a ^ 2)) atBot (𝓝 0) := by
    have h := (htop.comp tendsto_neg_atBot_atTop).neg
    rw [neg_zero] at h
    refine h.congr fun x => ?_
    simp only [Function.comp_apply, neg_sq, neg_div, neg_neg]
  have h := integral_of_hasDerivAt_of_tendsto hd (hI'.sub hL) hbot htop
  rw [integral_sub hI' hL, integral_const_mul, hLint] at h
  have hp : a * (π / a) = π := by field_simp
  rw [eq_div_iff (by positivity)]
  linear_combination a * h + hp
```

## (c) The overlap of two Lorentzians

For $a,b>0$, equal or not, show that
$$\int_{-\infty}^{\infty}\frac{dq}{(q^2+a^2)(q^2+b^2)}=\frac{\pi}{ab(a+b)}.$$

For $a\ne b$, partial fractions give
$$\frac{1}{(q^2+a^2)(q^2+b^2)}=\frac{1}{(b-a)(a+b)}\left[\frac{1}{q^2+a^2}-\frac{1}{q^2+b^2}\right].$$
By part (a) the integral is
$$\frac{\pi}{(b-a)(a+b)}\left(\frac1a-\frac1b\right)=\frac{\pi}{(b-a)(a+b)}\cdot\frac{b-a}{ab}=\frac{\pi}{ab(a+b)}.$$
For $a=b$ the decomposition is singular, but part (b) gives $\pi/(2a^3)$, which is the same formula at $b=a$.

The proof makes the same case distinction with `by_cases`.

```lean
/-- The overlap of two Lorentzians of widths `a` and `b`, equal or not, is `π/(ab(a+b))`. -/
theorem lorentzian_overlap {a b : ℝ} (ha : 0 < a) (hb : 0 < b) :
    ∫ q : ℝ, 1 / ((q ^ 2 + a ^ 2) * (q ^ 2 + b ^ 2)) = π / (a * b * (a + b)) := by
  by_cases hab : a = b
  · subst hab
    simp only [← sq]
    rw [lorentzian_sq ha]
    congr 1
    ring
  · -- partial fractions for different widths
    have hs : b - a ≠ 0 := sub_ne_zero.mpr (Ne.symm hab)
    have hp : a + b ≠ 0 := by positivity
    have h : (fun q : ℝ => 1 / ((q ^ 2 + a ^ 2) * (q ^ 2 + b ^ 2))) =
        fun q => 1 / ((b - a) * (a + b)) * (1 / (q ^ 2 + a ^ 2) - 1 / (q ^ 2 + b ^ 2)) := by
      funext q
      have h1 : q ^ 2 + a ^ 2 ≠ 0 := by positivity
      have h2 : q ^ 2 + b ^ 2 ≠ 0 := by positivity
      field_simp
      ring
    rw [h, integral_const_mul, integral_sub (lorentzian ha).1 (lorentzian hb).1,
      (lorentzian ha).2, (lorentzian hb).2]
    field_simp
```

## (d) The scattering rate in closed form

For $v\ge0$ and $k,w>0$, show that
$$\Gamma(v,k,w)=\frac{\pi}{k(w+vk)}.$$

At $v=0$ the integrand is $1/[w(q^2+k^2)]$, and part (a) gives $\pi/(kw)$.

For $v>0$ put $b=w/v$. Then $w^2+v^2q^2=v^2(q^2+b^2)$, so the electron contributes a Lorentzian of width $b$. Since $w/v^2=b/v$, part (c) gives
$$\Gamma=\frac{b}{v}\cdot\frac{\pi}{kb(k+b)}=\frac{\pi}{k(vk+vb)}=\frac{\pi}{k(w+vk)}.$$

The proof treats $v=0$ separately, since $b$ is not defined there, and for $v>0$ it replaces $w$ by `v * b` throughout.

```lean
/-- The scattering rate at a hot spot is `π/(k(w+vk))`. -/
theorem scatteringRate_eq {v k w : ℝ} (hv : 0 ≤ v) (hk : 0 < k) (hw : 0 < w) :
    scatteringRate v k w = π / (k * (w + v * k)) := by
  unfold scatteringRate
  rcases hv.eq_or_lt with rfl | hv
  · have h : (fun q : ℝ => w / ((q ^ 2 + k ^ 2) * (w ^ 2 + 0 ^ 2 * q ^ 2))) =
        fun q => 1 / w * (1 / (q ^ 2 + k ^ 2)) := by
      funext q
      have h1 : q ^ 2 + k ^ 2 ≠ 0 := by positivity
      rw [show w ^ 2 + 0 ^ 2 * q ^ 2 = w ^ 2 by ring]
      field_simp
    rw [h, integral_const_mul, (lorentzian hk).2, zero_mul, add_zero]
    field_simp
  · -- the electron line is a Lorentzian of width b = w/v
    obtain ⟨b, hb, rfl⟩ : ∃ b, 0 < b ∧ w = v * b :=
      ⟨w / v, div_pos hw hv, by field_simp⟩
    have h : (fun q : ℝ => v * b / ((q ^ 2 + k ^ 2) * ((v * b) ^ 2 + v ^ 2 * q ^ 2))) =
        fun q => b / v * (1 / ((q ^ 2 + k ^ 2) * (q ^ 2 + b ^ 2))) := by
      funext q
      have h1 : q ^ 2 + k ^ 2 ≠ 0 := by positivity
      have h2 : q ^ 2 + b ^ 2 ≠ 0 := by positivity
      rw [show (v * b) ^ 2 + v ^ 2 * q ^ 2 = v ^ 2 * (q ^ 2 + b ^ 2) by ring]
      field_simp
    rw [h, integral_const_mul, lorentzian_overlap hk hb,
      show v * b + v * k = v * (k + b) by ring]
    field_simp
```

## (e) The complex self-energy

Under the same conditions, show that
$$\Sigma(v,k,w)=\frac{\pi/k}{i(w+vk)}.$$

The imaginary part of $iw-vq$ is $w$, so $|iw-vq|\ge w$. The kernel is then bounded in modulus by $1/[w(q^2+k^2)]$ and is integrable. Next, make the electron's denominator real:
$$\frac{1}{iw-vq}=\frac{-iw-vq}{w^2+v^2q^2}.$$
In the sum of the kernel at $q$ and at $-q$ the terms $\mp vq$ cancel, which leaves
$$\frac{-2iw}{(q^2+k^2)(w^2+v^2q^2)}.$$
Both kernels have the integral $\Sigma$, so $2\Sigma=-2i\,\Gamma$. Hence $\Sigma=-i\,\Gamma=\Gamma/i$, and part (d) gives the result. The rate is thus minus the imaginary part of the self-energy.

When $vk\ll w$, the self-energy is close to a constant divided by $iw$. With a positive prefactor, that is the form that splits a level at zero energy into two, which is the link to a pseudogap.

The bound $|iw-vq|\ge w$ is `hB`, the integrability of the kernel is `hint`, the real denominator is `hinv`, the cancellation is `hsum`, and `h2` is $2\Sigma=-2i\,\Gamma$.

```lean
/-- The hot-spot self-energy is `(π/k)/(i(w+vk))`. -/
theorem selfEnergy_eq {v k w : ℝ} (hv : 0 ≤ v) (hk : 0 < k) (hw : 0 < w) :
    selfEnergy v k w = ((π / k : ℝ) : ℂ) / (Complex.I * ((w + v * k : ℝ) : ℂ)) := by
  have hA : ∀ q : ℝ, 0 < q ^ 2 + k ^ 2 := fun q => by positivity
  have hAc : ∀ q : ℝ, ((q ^ 2 + k ^ 2 : ℝ) : ℂ) ≠ 0 := fun q =>
    Complex.ofReal_ne_zero.mpr (hA q).ne'
  have hB : ∀ q : ℝ, w ≤ ‖Complex.I * w - v * q‖ := fun q => by
    have h := Complex.abs_im_le_norm (Complex.I * w - v * q)
    have him : (Complex.I * w - v * q).im = w := by simp
    rw [him, abs_of_pos hw] at h
    exact h
  have hBc : ∀ q : ℝ, Complex.I * w - v * q ≠ 0 := fun q =>
    norm_pos_iff.mp (hw.trans_le (hB q))
  have hint : Integrable (kernel v k w) := by
    refine ((lorentzian hk).1.const_mul (1 / w)).mono'
      (Continuous.div continuous_const (by fun_prop)
        (fun q => mul_ne_zero (hAc q) (hBc q))).aestronglyMeasurable
      (Eventually.of_forall fun q => ?_)
    show ‖kernel v k w q‖ ≤ 1 / w * (1 / (q ^ 2 + k ^ 2))
    rw [kernel, norm_div, norm_one, norm_mul, Complex.norm_real,
      Real.norm_of_nonneg (hA q).le, div_mul_div_comm, one_mul, mul_comm w]
    exact one_div_le_one_div_of_le (mul_pos (hA q) hw)
      (mul_le_mul_of_nonneg_left (hB q) (hA q).le)
  have hinv : ∀ q : ℝ, kernel v k w q = (-(Complex.I * w) - v * q) /
      (((q ^ 2 + k ^ 2 : ℝ) : ℂ) * ((w ^ 2 + v ^ 2 * q ^ 2 : ℝ) : ℂ)) := fun q => by
    have hD : ((w ^ 2 + v ^ 2 * q ^ 2 : ℝ) : ℂ) ≠ 0 :=
      Complex.ofReal_ne_zero.mpr (by positivity)
    rw [kernel, div_eq_div_iff (mul_ne_zero (hAc q) (hBc q)) (mul_ne_zero (hAc q) hD)]
    push_cast
    linear_combination ((q : ℂ) ^ 2 + (k : ℂ) ^ 2) * (w : ℂ) ^ 2 * Complex.I_sq
  -- the part odd in q cancels between q and -q
  have hsum : ∀ q : ℝ, kernel v k w q + kernel v k w (-q) = (-2 * Complex.I) *
      ((w / ((q ^ 2 + k ^ 2) * (w ^ 2 + v ^ 2 * q ^ 2)) : ℝ) : ℂ) := fun q => by
    rw [hinv q, hinv (-q), neg_sq]
    push_cast
    ring
  have h2 : selfEnergy v k w + selfEnergy v k w =
      (-2 * Complex.I) * (scatteringRate v k w : ℂ) := by
    have hneg : ∫ q : ℝ, kernel v k w (-q) = selfEnergy v k w :=
      integral_neg_eq_self (kernel v k w) volume
    have hadd := integral_add hint hint.comp_neg
    rw [hneg] at hadd
    simp only [hsum] at hadd
    rw [integral_const_mul, integral_complex_ofReal] at hadd
    exact hadd.symm
  have hS : 0 < w + v * k := by positivity
  have hr : scatteringRate v k w * (w + v * k) = π / k := by
    rw [scatteringRate_eq hv hk hw]
    field_simp
  have hc : (scatteringRate v k w : ℂ) * ((w + v * k : ℝ) : ℂ) = ((π / k : ℝ) : ℂ) := by
    rw [← Complex.ofReal_mul, hr]
  rw [eq_div_iff (mul_ne_zero Complex.I_ne_zero (Complex.ofReal_ne_zero.mpr hS.ne'))]
  linear_combination (Complex.I * ((w + v * k : ℝ) : ℂ) / 2) * h2 + hc -
    (scatteringRate v k w : ℂ) * ((w + v * k : ℝ) : ℂ) * Complex.I_sq
```

## (f) The correlation length for a given fraction of the rate without motion

Let $r<1$ be real. Show that
$$\Gamma(v,k,w)>r\,\Gamma(0,k,w)\quad\Longleftrightarrow\quad\frac1k>\frac{r}{1-r}\,\frac{v}{w}.$$

By part (d),
$$\Gamma(v,k,w)-r\,\Gamma(0,k,w)=\frac{\pi}{k}\left[\frac{1}{w+vk}-\frac{r}{w}\right]=\frac{\pi}{kw(w+vk)}\big[(1-r)w-rvk\big].$$
The difference of the two lengths contains the same bracket:
$$\frac1k-\frac{r}{1-r}\,\frac{v}{w}=\frac{1}{kw(1-r)}\big[(1-r)w-rvk\big].$$
Both prefactors are positive, so the two differences are positive under the same condition.

The identities `e1` and `e2` are these two equations. The final rewriting removes the positive prefactors.

```lean
/-- The scattering rate exceeds a fraction `r < 1` of its value at `v = 0` exactly when the
correlation length `1/k` exceeds `r/(1-r)` times `v/w`. -/
theorem fraction_criterion {v k w r : ℝ} (hv : 0 ≤ v) (hk : 0 < k) (hw : 0 < w)
    (hr : r < 1) :
    r * scatteringRate 0 k w < scatteringRate v k w ↔ r / (1 - r) * (v / w) < 1 / k := by
  have hS : 0 < w + v * k := by positivity
  have hr' : 0 < 1 - r := sub_pos.mpr hr
  rw [scatteringRate_eq le_rfl hk hw, scatteringRate_eq hv hk hw, zero_mul, add_zero]
  -- both differences are positive multiples of (1-r)w - rvk
  have e1 : π / (k * (w + v * k)) - r * (π / (k * w)) =
      π / (k * w * (w + v * k)) * ((1 - r) * w - r * v * k) := by
    field_simp
    ring
  have e2 : 1 / k - r / (1 - r) * (v / w) =
      1 / (k * w * (1 - r)) * ((1 - r) * w - r * v * k) := by
    have := hr'.ne'
    field_simp
  rw [← sub_pos, e1, ← sub_pos (b := r / (1 - r) * (v / w)), e2,
    mul_pos_iff_of_pos_left (by positivity), mul_pos_iff_of_pos_left (by positivity)]
```

## (g) The criterion at the lowest Matsubara frequency

Let $\xi>0$ be the correlation length and $T>0$ the temperature. Show that
$$\Gamma(v,\xi^{-1},\pi T)>\tfrac12\,\Gamma(0,\xi^{-1},\pi T)\quad\Longleftrightarrow\quad\xi>\frac{v}{\pi T}.$$

Put $r=\tfrac12$, $k=1/\xi$ and $w=\pi T$ in part (f). Then $r/(1-r)=1$ and $1/k=\xi$, and the stated equivalence follows. At $v=0$ both sides are true.

The right-hand side is the Vilk–Tremblay condition: the correlation length exceeds the thermal length $v/(\pi T)$. What is established is a comparison of two rates, with one half as the chosen mark. No spectral function is computed, and no pseudogap is derived from one. The length $\xi$ is an input, so its growth on cooling has to come from elsewhere. For a many-body calculation that supplies $\xi$ from a momentum-dependent susceptibility, the criterion tells whether the electron's motion lowers the hot-spot rate at the lowest Matsubara frequency by less than half, within this one-dimensional model with linear dispersion. Whether static fluctuations dominate over dynamic ones is a separate question, since only static ones are included here.

The proof specialises `fraction_criterion` and simplifies the constants.

```lean
/-- At the lowest Matsubara frequency `πT` the scattering rate exceeds half of its value at `v = 0`
exactly when the correlation length `ξ` exceeds the thermal length `v/(πT)`. -/
theorem vilk_tremblay_criterion {v ξ T : ℝ} (hv : 0 ≤ v) (hξ : 0 < ξ) (hT : 0 < T) :
    scatteringRate 0 ξ⁻¹ (π * T) / 2 < scatteringRate v ξ⁻¹ (π * T) ↔
      v / (π * T) < ξ := by
  have h := fraction_criterion (r := 1 / 2) hv (inv_pos.mpr hξ)
    (mul_pos Real.pi_pos hT) (by norm_num)
  rw [show (1 / 2 : ℝ) / (1 - 1 / 2) = 1 by norm_num, one_mul, one_div ξ⁻¹, inv_inv] at h
  rw [← h, div_eq_mul_one_div, mul_comm]

end

end HotSpotPseudogap
```

```lean
#print axioms HotSpotPseudogap.selfEnergy_eq
-- 'HotSpotPseudogap.selfEnergy_eq' depends on axioms: [propext, Classical.choice, Quot.sound]
#print axioms HotSpotPseudogap.vilk_tremblay_criterion
-- 'HotSpotPseudogap.vilk_tremblay_criterion' depends on axioms: [propext, Classical.choice, Quot.sound]
```
